# The commutator of a one-body and a two-body fermion operator

## Question

Take three fermion modes 0, 1, 2 with annihilators a_p and creators c_p = a_p†, obeying {a_p, c_q} = δ_pq and {c_p, c_q} = {a_p, a_q} = 0, where {X, Y} = XY + YX. Let X = c_2 a_0 and Y = c_0 c_1 a_1 a_2. Moving creators to the left gives

XY = c_2 c_1 a_1 a_2 + c_2 c_0 c_1 a_0 a_1 a_2

YX = c_0 c_1 a_1 a_0 + c_0 c_1 c_2 a_1 a_2 a_0

The six-operator strings differ by cyclic shifts of three anticommuting factors, so they are equal, and

XY − YX = c_2 c_1 a_1 a_2 − c_0 c_1 a_1 a_0.

Each product has a three-body part, but the commutator keeps only the terms in which one annihilator met one creator. I believe this is general. For any finite number of modes and complex coefficients A_pq and v_pqrs, with no symmetry assumed, set

Â = Σ_pq A_pq c_p a_q,  V̂ = ¼ Σ_pqrs v_pqrs c_p c_q a_s a_r.

Then the claim is

ÂV̂ − V̂Â = ¼ Σ_pqrs C_pqrs c_p c_q a_s a_r,

C_pqrs = Σ_t (A_pt v_tqrs + A_qt v_ptrs − v_pqts A_tr − v_pqrt A_ts).

How is this stated and proved in Lean 4 with Mathlib?

## Answer

### How the operators are represented

The modes form a finite type `ι`. The operators are elements of `R`, an associative ring with unit that is an algebra over ℂ, so complex coefficients can be pulled through any product. The dimension of `R` is unrestricted; only the number of modes is finite.

The hypothesis `CAR c a` says that two families `c a : ι → R` satisfy the three anticommutation relations, in the fields `ac`, `cc` and `aa`. These relations are assumed, and there is no Hilbert space, vacuum or adjoint in the general theorems. In particular c_p need not be the adjoint of a_p, so creators and annihilators belonging to a biorthogonal pair of bases are covered.

The definitions are the literal expressions. `comm X Y` is [X, Y] = XY − YX, `oneBody c a A` is Â, and `twoBody c a v` is V̂ including the factor ¼. `quartet c a p q r s` is the string

Q_pqrs = c_p c_q a_s a_r,

with the annihilators in the order s, r, and `contract A v` is the array C.

The main theorem `comm_oneBody_twoBody` reads: under `CAR c a`, for every complex matrix A and every four-index array v, the commutator of Â with V̂ is the two-body operator built from C. Wick's general theorem is neither stated nor used. The file defines no normal-ordering map and no contraction symbol, and "singly contracted" in the docstrings describes the shape of C, in which one index t is shared between A and v.

### Derivation by hand

First commute c_p a_q with a single operator. Adding and subtracting one term produces anticommutators:

c_p a_q c_r − c_r c_p a_q = c_p {a_q, c_r} − {c_p, c_r} a_q = δ_qr c_p

c_p a_q a_r − a_r c_p a_q = c_p {a_q, a_r} − {a_r, c_p} a_q = −δ_rp a_q

Multiplying by A_pq, summing over p and q, and calling the surviving index t gives

[Â, c_r] = Σ_t A_tr c_t,  [Â, a_r] = −Σ_t A_rt a_t.

The commutator obeys the Leibniz rule [X, YZ] = [X, Y]Z + Y[X, Z] in any ring. On the four factors of the string,

[Â, Q_pqrs] = [Â, c_p] c_q a_s a_r + c_p [Â, c_q] a_s a_r + c_p c_q [Â, a_s] a_r + c_p c_q a_s [Â, a_r].

Each bracket replaces one operator by a combination of operators of the same kind in the same position, so no six-operator string appears and no reordering sign arises:

[Â, Q_pqrs] = Σ_t (A_tp Q_tqrs + A_tq Q_ptrs − A_rt Q_pqts − A_st Q_pqrt).

Now multiply by ¼ v_pqrs and sum over p, q, r, s. All five indices run over the same set, so in each term t may trade names with the index it displaced. With all sums over p, q, r, s, t:

Σ v_pqrs A_tp Q_tqrs = Σ v_tqrs A_pt Q_pqrs  (p ↔ t)

Σ v_pqrs A_tq Q_ptrs = Σ v_ptrs A_qt Q_pqrs  (q ↔ t)

Σ v_pqrs A_rt Q_pqts = Σ v_pqts A_tr Q_pqrs  (r ↔ t)

Σ v_pqrs A_st Q_pqrt = Σ v_pqrt A_ts Q_pqrs  (s ↔ t)

Every term now carries Q_pqrs, and with the signs +, +, −, − its coefficient is ¼ C_pqrs. In the three-mode example the only nonzero coefficients are A_20 = 1 and v_0121 = 4. The formula gives C_2121 = 4 from the first term, C_0101 = −4 from the third and zero elsewhere, hence Q_2121 − Q_0101, as found above.

The same steps on the string c_p a_q give [Â, c_p a_q] = Σ_t (A_tp c_t a_q − A_qt c_p a_t). For a second matrix B with one-body operator B̂, multiplying by B_pq and renaming p ↔ t in the first term and q ↔ t in the second yields

[Â, B̂] = Σ_pq (AB − BA)_pq c_p a_q.

For a diagonal matrix A_pq = ε_p δ_pq with complex ε_p, each sum over t collapses and

C_pqrs = (ε_p + ε_q − ε_r − ε_s) v_pqrs.

Setting every ε_p = 1 turns Â into the number operator Σ_p c_p a_p and the prefactor into zero, so the number operator commutes with V̂.

Finally, suppose v_pqrs = −v_qprs. Exchanging p and q in C swaps the first two terms, since A_qt v_tprs = −A_qt v_ptrs and A_pt v_qtrs = −A_pt v_tqrs, and flips the sign of the last two directly, so C_pqrs = −C_qprs. For v_pqrs = −v_pqsr the first two terms flip directly and the last two swap, giving C_pqrs = −C_pqsr.

### The Lean file

```lean
import Mathlib

open Matrix Finset

namespace OneTwoBodyCommutator

noncomputable section

variable {ι R : Type*} [Fintype ι] [DecidableEq ι] [Ring R] [Algebra ℂ R]

/-- Canonical anticommutation relations for creators `c p` and annihilators `a p`. -/
structure CAR (c a : ι → R) : Prop where
  ac : ∀ p q, a p * c q + c q * a p = if p = q then 1 else 0
  cc : ∀ p q, c p * c q + c q * c p = 0
  aa : ∀ p q, a p * a q + a q * a p = 0

/-- The commutator `XY - YX`. -/
def comm (X Y : R) : R := X * Y - Y * X

/-- The one-body operator `Σ A_pq c_p a_q`. -/
def oneBody (c a : ι → R) (A : Matrix ι ι ℂ) : R := ∑ p, ∑ q, A p q • (c p * a q)

/-- The normal-ordered string `c_p c_q a_s a_r`. -/
def quartet (c a : ι → R) (p q r s : ι) : R := c p * c q * a s * a r

/-- The two-body operator `¼ Σ v_pqrs c_p c_q a_s a_r`. -/
def twoBody (c a : ι → R) (v : ι → ι → ι → ι → ℂ) : R :=
  (1 / 4 : ℂ) • ∑ p, ∑ q, ∑ r, ∑ s, v p q r s • quartet c a p q r s

/-- The singly contracted coefficients
`C_pqrs = Σ_t (A_pt v_tqrs + A_qt v_ptrs - v_pqts A_tr - v_pqrt A_ts)`. -/
def contract (A : Matrix ι ι ℂ) (v : ι → ι → ι → ι → ℂ) (p q r s : ι) : ℂ :=
  ∑ t, (A p t * v t q r s + A q t * v p t r s - v p q t s * A t r - v p q r t * A t s)

variable {c a : ι → R}

/-- The commutator of a one-body operator with a creator is `Σ_t A_tr c_t`. -/
theorem comm_create (h : CAR c a) (A : Matrix ι ι ℂ) (r : ι) :
    comm (oneBody c a A) (c r) = ∑ t, A t r • c t := by
  have key : ∀ p q, c p * a q * c r - c r * (c p * a q) = if q = r then c p else 0 := by
    intro p q
    have e : c p * a q * c r - c r * (c p * a q)
        = c p * (a q * c r + c r * a q) - (c p * c r + c r * c p) * a q := by noncomm_ring
    rw [e, h.ac, h.cc]
    split_ifs <;> simp
  have L : comm (oneBody c a A) (c r)
      = ∑ p, ∑ q, A p q • (c p * a q * c r - c r * (c p * a q)) := by
    simp only [comm, oneBody, sum_mul, mul_sum, smul_mul_assoc, mul_smul_comm, smul_sub,
      sum_sub_distrib]
  rw [L]
  simp only [key]
  simp

/-- The commutator of a one-body operator with an annihilator is `-Σ_t A_rt a_t`. -/
theorem comm_annihilate (h : CAR c a) (A : Matrix ι ι ℂ) (r : ι) :
    comm (oneBody c a A) (a r) = -∑ t, A r t • a t := by
  have key : ∀ p q, c p * a q * a r - a r * (c p * a q) = if r = p then -a q else 0 := by
    intro p q
    have e : c p * a q * a r - a r * (c p * a q)
        = c p * (a q * a r + a r * a q) - (a r * c p + c p * a r) * a q := by noncomm_ring
    rw [e, h.ac, h.aa]
    split_ifs <;> simp
  have L : comm (oneBody c a A) (a r)
      = ∑ p, ∑ q, A p q • (c p * a q * a r - a r * (c p * a q)) := by
    simp only [comm, oneBody, sum_mul, mul_sum, smul_mul_assoc, mul_smul_comm, smul_sub,
      sum_sub_distrib]
  rw [L]
  simp only [key]
  rw [Finset.sum_comm]
  simp

/-- The commutator of two one-body operators is the one-body operator of the matrix
commutator `AB - BA`. -/
theorem comm_oneBody (h : CAR c a) (A B : Matrix ι ι ℂ) :
    comm (oneBody c a A) (oneBody c a B) = oneBody c a (A * B - B * A) := by
  have key : ∀ p q, comm (oneBody c a A) (c p * a q)
      = ∑ t, (A t p • (c t * a q) - A q t • (c p * a t)) := by
    intro p q
    have e : comm (oneBody c a A) (c p * a q)
        = comm (oneBody c a A) (c p) * a q + c p * comm (oneBody c a A) (a q) := by
      simp only [comm]; noncomm_ring
    rw [e, comm_create h, comm_annihilate h]
    simp only [sum_mul, mul_sum, mul_neg, smul_mul_assoc, mul_smul_comm, sum_sub_distrib]
    abel
  have L : ∀ X : R, comm X (oneBody c a B) = ∑ p, ∑ q, B p q • comm X (c p * a q) := by
    intro X
    simp only [comm, oneBody, sum_mul, mul_sum, smul_mul_assoc, mul_smul_comm, smul_sub,
      sum_sub_distrib]
  -- exchange the contracted index with an external one
  have e1 : ∑ p, ∑ q, ∑ t, (B p q * A t p) • (c t * a q)
      = ∑ p, ∑ q, ∑ t, (B t q * A p t) • (c p * a q) :=
    calc ∑ p, ∑ q, ∑ t, (B p q * A t p) • (c t * a q)
        = ∑ q, ∑ p, ∑ t, (B p q * A t p) • (c t * a q) := sum_comm
      _ = ∑ q, ∑ t, ∑ p, (B p q * A t p) • (c t * a q) := sum_congr rfl fun _ _ => sum_comm
      _ = ∑ t, ∑ q, ∑ p, (B p q * A t p) • (c t * a q) := sum_comm
  have e2 : ∑ p, ∑ q, ∑ t, (B p q * A q t) • (c p * a t)
      = ∑ p, ∑ q, ∑ t, (B p t * A t q) • (c p * a q) := sum_congr rfl fun _ _ => sum_comm
  rw [L]
  simp only [key]
  simp only [oneBody, Matrix.sub_apply, Matrix.mul_apply, smul_sub, smul_sum, smul_smul,
    sub_smul, sum_smul, sum_sub_distrib]
  rw [e1, e2]
  simp only [mul_comm]

/-- The commutator of a one-body operator with `c_p c_q a_s a_r` is a sum of four terms, each
with one index of the string contracted with `A`. -/
theorem comm_quartet (h : CAR c a) (A : Matrix ι ι ℂ) (p q r s : ι) :
    comm (oneBody c a A) (quartet c a p q r s)
      = ∑ t, (A t p • quartet c a t q r s + A t q • quartet c a p t r s
          - A r t • quartet c a p q t s - A s t • quartet c a p q r t) := by
  -- Leibniz rule
  have e : ∀ X : R, comm X (quartet c a p q r s)
      = comm X (c p) * c q * a s * a r + c p * comm X (c q) * a s * a r
        + c p * c q * comm X (a s) * a r + c p * c q * a s * comm X (a r) := by
    intro X
    simp only [comm, quartet]; noncomm_ring
  rw [e, comm_create h, comm_create h, comm_annihilate h, comm_annihilate h]
  simp only [quartet, sum_mul, mul_sum, mul_neg, neg_mul, smul_mul_assoc, mul_smul_comm,
    sum_sub_distrib, sum_add_distrib]
  abel

/-- In a fivefold sum over modes the index `t` may be exchanged with `p`, `q`, `r` or `s`. -/
theorem relabel {κ M : Type*} [Fintype κ] [AddCommMonoid M] (f : κ → κ → κ → κ → κ → M) :
    (∑ p, ∑ q, ∑ r, ∑ s, ∑ t, f p q r s t = ∑ p, ∑ q, ∑ r, ∑ s, ∑ t, f t q r s p) ∧
    (∑ p, ∑ q, ∑ r, ∑ s, ∑ t, f p q r s t = ∑ p, ∑ q, ∑ r, ∑ s, ∑ t, f p t r s q) ∧
    (∑ p, ∑ q, ∑ r, ∑ s, ∑ t, f p q r s t = ∑ p, ∑ q, ∑ r, ∑ s, ∑ t, f p q t s r) ∧
    (∑ p, ∑ q, ∑ r, ∑ s, ∑ t, f p q r s t = ∑ p, ∑ q, ∑ r, ∑ s, ∑ t, f p q r t s) := by
  have k : ∀ g : κ → κ → κ → κ → κ → M, ∑ p, ∑ q, ∑ r, ∑ s, ∑ t, g p q r s t
      = ∑ x : κ × κ × κ × κ × κ, g x.1 x.2.1 x.2.2.1 x.2.2.2.1 x.2.2.2.2 := by
    intro g
    simp only [Fintype.sum_prod_type]
  refine ⟨?_, ?_, ?_, ?_⟩
  · refine (k f).trans (Eq.trans ?_ (k fun p q r s t => f t q r s p).symm)
    exact Fintype.sum_equiv ⟨fun x => (x.2.2.2.2, x.2.1, x.2.2.1, x.2.2.2.1, x.1),
      fun x => (x.2.2.2.2, x.2.1, x.2.2.1, x.2.2.2.1, x.1), fun _ => rfl, fun _ => rfl⟩ _ _
      (fun _ => rfl)
  · refine (k f).trans (Eq.trans ?_ (k fun p q r s t => f p t r s q).symm)
    exact Fintype.sum_equiv ⟨fun x => (x.1, x.2.2.2.2, x.2.2.1, x.2.2.2.1, x.2.1),
      fun x => (x.1, x.2.2.2.2, x.2.2.1, x.2.2.2.1, x.2.1), fun _ => rfl, fun _ => rfl⟩ _ _
      (fun _ => rfl)
  · refine (k f).trans (Eq.trans ?_ (k fun p q r s t => f p q t s r).symm)
    exact Fintype.sum_equiv ⟨fun x => (x.1, x.2.1, x.2.2.2.2, x.2.2.2.1, x.2.2.1),
      fun x => (x.1, x.2.1, x.2.2.2.2, x.2.2.2.1, x.2.2.1), fun _ => rfl, fun _ => rfl⟩ _ _
      (fun _ => rfl)
  · exact sum_congr rfl fun _ _ => sum_congr rfl fun _ _ => sum_congr rfl fun _ _ => sum_comm

/-- For arbitrary coefficients, the commutator of a one-body with a two-body operator is the
two-body operator with the singly contracted coefficients `C_pqrs`. -/
theorem comm_oneBody_twoBody (h : CAR c a) (A : Matrix ι ι ℂ) (v : ι → ι → ι → ι → ℂ) :
    comm (oneBody c a A) (twoBody c a v) = twoBody c a (contract A v) := by
  have L : ∀ X : R, comm X (twoBody c a v)
      = (1 / 4 : ℂ) • ∑ p, ∑ q, ∑ r, ∑ s, v p q r s • comm X (quartet c a p q r s) := by
    intro X
    simp only [comm, twoBody, sum_mul, mul_sum, smul_mul_assoc, mul_smul_comm, smul_sub,
      sum_sub_distrib]
  have e1 := (relabel fun p q r s t => (v p q r s * A t p) • quartet c a t q r s).1
  have e2 := (relabel fun p q r s t => (v p q r s * A t q) • quartet c a p t r s).2.1
  have e3 := (relabel fun p q r s t => (v p q r s * A r t) • quartet c a p q t s).2.2.1
  have e4 := (relabel fun p q r s t => (v p q r s * A s t) • quartet c a p q r t).2.2.2
  beta_reduce at e1 e2 e3 e4
  rw [L, twoBody]
  congr 1
  simp only [comm_quartet h, contract, smul_add, smul_sub, smul_sum, smul_smul, add_smul,
    sub_smul, sum_smul, sum_add_distrib, sum_sub_distrib]
  -- relabel so that every term carries the string c_p c_q a_s a_r
  rw [e1, e2, e3, e4]
  simp only [mul_comm]

omit [DecidableEq ι] in
/-- If `v` is antisymmetric in its first (second) index pair, so is `C`. -/
theorem contract_antisymm (A : Matrix ι ι ℂ) (v : ι → ι → ι → ι → ℂ) :
    ((∀ p q r s, v p q r s = -v q p r s) →
      ∀ p q r s, contract A v p q r s = -contract A v q p r s) ∧
    ((∀ p q r s, v p q r s = -v p q s r) →
      ∀ p q r s, contract A v p q r s = -contract A v p q s r) := by
  constructor
  all_goals
    intro hv p q r s
    unfold contract
    rw [← Finset.sum_neg_distrib]
    refine sum_congr rfl fun t _ => ?_
    linear_combination A p t * hv t q r s + A q t * hv p t r s - A t r * hv p q t s
      - A t s * hv p q r t

/-- For a diagonal one-body operator with complex diagonal entries `ε`, the commutator multiplies
`v_pqrs` by `ε_p + ε_q - ε_r - ε_s`. -/
theorem comm_diagonal_twoBody (h : CAR c a) (ε : ι → ℂ) (v : ι → ι → ι → ι → ℂ) :
    comm (oneBody c a (diagonal ε)) (twoBody c a v)
      = twoBody c a fun p q r s => (ε p + ε q - ε r - ε s) * v p q r s := by
  rw [comm_oneBody_twoBody h]
  congr 1
  funext p q r s
  simp [contract, diagonal_apply, sum_add_distrib, sum_sub_distrib]
  ring

/-- The number operator `Σ c_p a_p` commutes with every two-body operator. -/
theorem comm_number_twoBody (h : CAR c a) (v : ι → ι → ι → ι → ℂ) :
    comm (∑ p, c p * a p) (twoBody c a v) = 0 := by
  have e : ∑ p, c p * a p = oneBody c a (diagonal fun _ => 1) := by
    simp [oneBody, diagonal_apply, ite_smul]
  rw [e, comm_diagonal_twoBody h]
  simp [twoBody]

/-- Jordan-Wigner annihilators of two modes in the basis `|00⟩, |10⟩, |01⟩, |11⟩`. -/
def jwA : Fin 2 → Matrix (Fin 4) (Fin 4) ℂ :=
  ![!![0, 1, 0, 0; 0, 0, 0, 0; 0, 0, 0, 1; 0, 0, 0, 0],
    !![0, 0, 1, 0; 0, 0, 0, -1; 0, 0, 0, 0; 0, 0, 0, 0]]

/-- Jordan-Wigner creators of two modes in the basis `|00⟩, |10⟩, |01⟩, |11⟩`. -/
def jwC : Fin 2 → Matrix (Fin 4) (Fin 4) ℂ :=
  ![!![0, 0, 0, 0; 1, 0, 0, 0; 0, 0, 0, 0; 0, 0, 1, 0],
    !![0, 0, 0, 0; 0, 0, 0, 0; 1, 0, 0, 0; 0, -1, 0, 0]]

set_option maxHeartbeats 400000 in
/-- The two-mode Jordan-Wigner matrices obey the anticommutation relations, the creators are
the adjoints of the annihilators, and `c_0 c_1 a_1 a_0` is not zero. -/
theorem car_witness :
    CAR jwC jwA ∧ (∀ p, jwC p = (jwA p)ᴴ) ∧ quartet jwC jwA 0 1 0 1 ≠ 0 := by
  refine ⟨⟨?_, ?_, ?_⟩, ?_, ?_⟩
  · intro p q
    fin_cases p <;> fin_cases q <;> ext i j <;> fin_cases i <;> fin_cases j <;>
      simp [jwA, jwC]
  · intro p q
    fin_cases p <;> fin_cases q <;> ext i j <;> fin_cases i <;> fin_cases j <;>
      simp [jwC]
  · intro p q
    fin_cases p <;> fin_cases q <;> ext i j <;> fin_cases i <;> fin_cases j <;>
      simp [jwA]
  · intro p
    fin_cases p <;> ext i j <;> fin_cases i <;> fin_cases j <;>
      simp [jwA, jwC, Matrix.conjTranspose_apply]
  · intro h
    have h33 := congrFun (congrFun h 3) 3
    simp [quartet, jwA, jwC, Matrix.mul_apply, Fin.sum_univ_four] at h33

end

end OneTwoBodyCommutator
```

```lean
#print axioms OneTwoBodyCommutator.comm_oneBody
#print axioms OneTwoBodyCommutator.comm_oneBody_twoBody
#print axioms OneTwoBodyCommutator.contract_antisymm
#print axioms OneTwoBodyCommutator.comm_number_twoBody
```

```
'OneTwoBodyCommutator.comm_oneBody' depends on axioms: [propext, Classical.choice, Quot.sound]
'OneTwoBodyCommutator.comm_oneBody_twoBody' depends on axioms: [propext, Classical.choice, Quot.sound]
'OneTwoBodyCommutator.contract_antisymm' depends on axioms: [propext, Classical.choice, Quot.sound]
'OneTwoBodyCommutator.comm_number_twoBody' depends on axioms: [propext, Classical.choice, Quot.sound]
```

### Remarks on the proof and the statement

`comm_create` and `comm_annihilate` are the first step. In each, `e` is the rewriting into anticommutators, a ring identity closed by `noncomm_ring`; `key` inserts the relations and leaves the Kronecker delta as an `if`; `L` is linearity of the commutator; the final `simp` performs the sum over the delta. `comm_quartet` proves the four-factor Leibniz rule as `e` for an arbitrary `X`, inserts the two lemmas twice each, and `abel` reorders the four sums.

`relabel` is the renaming of dummy indices. The nested sum becomes one sum over five-tuples, and `Fintype.sum_equiv` applies the bijection that swaps two slots; for s ↔ t the sums are adjacent and `sum_comm` suffices. In `comm_oneBody_twoBody`, `L` pulls the commutator inside the sum, `congr 1` strips the ¼, and `e1` to `e4` are the four renaming equations. `comm_oneBody` does its two renamings directly as `e1` and `e2`. In `contract_antisymm` a single `linear_combination` of four instances of the antisymmetry hypothesis closes both cases for each t. `comm_diagonal_twoBody` and `comm_number_twoBody` specialise the main theorem as above.

`car_witness` exhibits a concrete model: two modes as 4×4 Jordan–Wigner matrices `jwC`, `jwA` in the basis |n_0 n_1⟩ ordered |00⟩, |10⟩, |01⟩, |11⟩. Entry by entry it checks the relations and c_p = a_p†, and it shows Q_0101 ≠ 0 from the diagonal entry at |11⟩. Two modes test the formula for C only weakly: there every Q_pqrs is zero or ±c_0 c_1 a_1 a_0, which commutes with any Â, so both sides vanish. Taking all four terms of C with a plus sign would show up, since the right side would become 2(A_00 + A_11)V̂, but replacing A by its transpose would not. These observations are arguments on paper and not theorems of the file. The theorems also allow one mode, where c_0 c_0 = 0 kills every Q_pqrs, and no modes, where all sums are empty.

The index order of A is where the derivation most readily goes wrong. `comm_quartet` contains `A t p`, while `contract` contains `A p t`, because the renaming exchanges the two names. Copying the order from the commutator of the string into C replaces A by its transpose, and a test with diagonal or real symmetric A does not reveal it.

The theorem equates operators, not coefficient arrays. Parts of v symmetric in p, q or in r, s contribute nothing to V̂, so C is one array representing the commutator and need not be the only one. The ¼ is a plain prefactor; an interaction written as ½ Σ w_pqrs Q_pqrs with unantisymmetrised integrals w_pqrs is the case v = 2w.

One could instead give `R` a star operation and define c_p as the adjoint of a_p. The identity would follow as a special case, statements about Hermitian or anti-Hermitian Â would become expressible, and biorthogonal modes would be lost. Normal ordering relative to a filled determinant is a different bookkeeping, in which the commutator of the normal-ordered operators can also have a one-body part from double contractions; the strings here always have all c to the left of all a.

In electronic structure with a finite orbital basis, C is, for anti-Hermitian Â, the change of the two-electron coefficients to first order in Â when an orbital rotation turns V̂ into exp(Â) V̂ exp(−Â). If Â is instead a non-interacting Hamiltonian Σ_p ε_p c_p a_p with orbital energies ε_p, the factor ε_p + ε_q − ε_r − ε_s with r, s occupied and p, q empty is the orbital-energy difference that appears, up to sign, in the denominators for double excitations in perturbation theory around Â.
